# The grand energy of a pair-bonded binary alloy on a regular graph is an Ising energy plus a constant

A crystal of A and B atoms exchanges atoms with a reservoir while its lattice stays fixed. Swapping one B for an A changes the bonds to its neighbours and also the chemical potential term. Which combinations of the three bond energies and two chemical potentials decide the preferred arrangement? If every site has the same number $z$ of neighbours, there are only two: an Ising coupling $J$ and a uniform field $h$.

In Lean 4 with Mathlib:

```lean
import Mathlib

open Finset

namespace AlloyIsing

noncomputable section
```

## Species, spins and energies

Each site carries one of two species; there are no vacancies.

```lean
/-- The two atomic species of a binary alloy. -/
inductive Species
  | A
  | B
  deriving DecidableEq
```

Encode the species at site $i$ by $s_i=+1$ for A and $s_i=-1$ for B.

```lean
/-- The spin of a species: `+1` for A and `-1` for B. -/
def spin : Species → ℝ
  | .A => 1
  | .B => -1
```

The energetics consist of bond energies $V_{AA},V_{BB},V_{AB}$ and chemical potentials $\mu_A,\mu_B$. They are arbitrary real numbers, and a lower bond energy means a more favourable bond.

```lean
/-- The three bond energies and two chemical potentials of a binary alloy. -/
structure Alloy where
  vAA : ℝ
  vBB : ℝ
  vAB : ℝ
  muA : ℝ
  muB : ℝ
```

A bond's energy depends only on the species at its ends, with AB and BA equal. Relaxation, vibrations and many-body terms are absent from the model.

```lean
/-- The energy of a bond between two given species. -/
def Alloy.pair (a : Alloy) : Species → Species → ℝ
  | .A, .A => a.vAA
  | .B, .B => a.vBB
  | .A, .B => a.vAB
  | .B, .A => a.vAB
```

The coupling compares two unlike bonds with one AA and one BB bond:
$$J=\frac{2V_{AB}-V_{AA}-V_{BB}}{4}.$$
Positive $J$ favours like neighbours, negative $J$ unlike ones.

```lean
/-- The Ising coupling `J = (2 V_AB - V_AA - V_BB) / 4`. -/
def Alloy.J (a : Alloy) : ℝ := (2 * a.vAB - a.vAA - a.vBB) / 4
```

The field combines the chemical potential difference with the asymmetry of the like bonds:
$$h=\frac{\mu_A-\mu_B}{2}-\frac{z(V_{AA}-V_{BB})}{4}.$$
Positive $h$ favours A.

```lean
/-- The Ising field `h = (muA - muB) / 2 - z (V_AA - V_BB) / 4` at coordination number `z`. -/
def Alloy.h (a : Alloy) (z : ℕ) : ℝ := (a.muA - a.muB) / 2 - z * (a.vAA - a.vBB) / 4
```

For $N$ sites, the part of the energy that is the same for every configuration will be
$$C=\frac{zN}{2}\,\frac{V_{AA}+V_{BB}+2V_{AB}}{4}-N\,\frac{\mu_A+\mu_B}{2}.$$

```lean
/-- The configuration-independent energy of `N` sites with coordination number `z`. -/
def Alloy.offset (a : Alloy) (z N : ℕ) : ℝ :=
  z * N / 2 * ((a.vAA + a.vBB + 2 * a.vAB) / 4) - N * ((a.muA + a.muB) / 2)
```

## Configurations and undirected bonds

A configuration is a function `c : V → Species` on the set of sites `V` (not to be confused with the bond energies $V_{AA},V_{BB},V_{AB}$), and `spins c i` is $s_i$.

```lean
variable {V : Type*}

/-- The spin on each site of a configuration. -/
def spins (c : V → Species) (i : V) : ℝ := spin (c i)
```

A bond is an unordered pair of sites, an element of `Sym2 V`. A function of a bond must therefore be symmetric in its ends, and `Sym2.lift` asks for the proof. For a site quantity $x$, the first such function is $x_i+x_j$.

```lean
/-- The sum of a site quantity over the two ends of a bond. -/
def endSum (x : V → ℝ) : Sym2 V → ℝ :=
  Sym2.lift ⟨fun i j => x i + x j, fun _ _ => add_comm _ _⟩
```

The second is $x_ix_j$.

```lean
/-- The product of a site quantity over the two ends of a bond. -/
def endProd (x : V → ℝ) : Sym2 V → ℝ :=
  Sym2.lift ⟨fun i j => x i * x j, fun _ _ => mul_comm _ _⟩
```

The bond energy is symmetric because $V_{AB}$ serves both orders.

```lean
/-- The energy of an undirected bond in a configuration. -/
def Alloy.bond (a : Alloy) (c : V → Species) : Sym2 V → ℝ :=
  Sym2.lift ⟨fun i j => a.pair (c i) (c j), by
    intro i j
    show a.pair (c i) (c j) = a.pair (c j) (c i)
    cases c i <;> cases c j <;> rfl⟩
```

With `V` finite, $N_A$ and $N_B$ are the numbers of sites carrying each species.

```lean
variable [Fintype V] [DecidableEq V]

/-- The number of atoms of species `s`. -/
def count (s : Species) (c : V → Species) : ℕ := (univ.filter fun i => c i = s).card
```

Let $E$ be the set of bonds, each counted once. The grand energy is
$$\Omega(c)=\sum_{\{i,j\}\in E}V_{c_ic_j}-(\mu_AN_A+\mu_BN_B).$$
Here `G` is a simple graph, so no site is bonded to itself and no pair is bonded twice. Periodic cells so small that an atom neighbours its own image, or the same atom twice, are therefore excluded.

```lean
/-- The bond energy minus `muA N_A + muB N_B`. -/
def Alloy.grandEnergy (a : Alloy) (G : SimpleGraph V) [DecidableRel G.Adj]
    (c : V → Species) : ℝ :=
  ∑ e ∈ G.edgeFinset, a.bond c e - (a.muA * count .A c + a.muB * count .B c)
```

It is to be compared with the Ising energy
$$-J\sum_{\{i,j\}\in E}s_is_j-h\sum_i s_i.$$

```lean
/-- The Ising energy `-J ∑ s_i s_j - h ∑ s_i`, the first sum running over edges. -/
def isingEnergy (G : SimpleGraph V) [DecidableRel G.Adj] (J h : ℝ) (c : V → Species) : ℝ :=
  -J * ∑ e ∈ G.edgeFinset, endProd (spins c) e - h * ∑ i, spins c i
```

## From bonds to sites

In a sum over bonds of $x_i+x_j$, site $v$ appears once for every bond that meets it. Exchanging the order of summation gives
$$\sum_{\{i,j\}\in E}(x_i+x_j)=\sum_v x_v\deg(v)=z\sum_v x_v.$$
The last equality is the regularity hypothesis `G.IsRegularOfDegree z`. In the proof, the two ends of a bond are first written as a sum over all sites with an indicator, which needs $i\ne j$. `Finset.sum_comm` then exchanges the sums, and the bonds at each site are counted by its degree.

```lean
variable {G : SimpleGraph V} [DecidableRel G.Adj] {z : ℕ}

/-- On a `z`-regular graph, summing a site quantity over both ends of every bond counts
each site `z` times. -/
theorem sum_endSum (hG : G.IsRegularOfDegree z) (x : V → ℝ) :
    ∑ e ∈ G.edgeFinset, endSum x e = z * ∑ i, x i := by
  calc ∑ e ∈ G.edgeFinset, endSum x e
      = ∑ e ∈ G.edgeFinset, ∑ v, if v ∈ e then x v else 0 := by
        refine Finset.sum_congr rfl fun e he => ?_
        induction e using Sym2.ind with
        | _ i j =>
          have hadj : G.Adj i j := by simpa using he
          have hij : i ≠ j := hadj.ne
          have key : ∀ v, (if v ∈ s(i, j) then x v else 0)
              = (if v = i then x v else 0) + (if v = j then x v else 0) := by
            intro v
            by_cases h1 : v = i
            · subst h1
              simp [hij]
            · simp [h1]
          rw [Finset.sum_congr rfl fun v _ => key v, Finset.sum_add_distrib]
          simp [endSum]
    _ = ∑ v, ∑ e ∈ G.edgeFinset, if v ∈ e then x v else 0 := Finset.sum_comm
    _ = z * ∑ i, x i := by
        -- the bonds meeting a site number its degree
        rw [Finset.mul_sum]
        refine Finset.sum_congr rfl fun v _ => ?_
        rw [← Finset.sum_filter, Finset.sum_const, ← G.incidenceFinset_eq_filter,
          G.card_incidenceFinset_eq_degree, nsmul_eq_mul, hG.degree_eq v]
```

Setting $x_i=\tfrac12$ makes each bond contribute 1, so $|E|=zN/2$.

```lean
/-- A `z`-regular graph with `N` sites has `z N / 2` bonds. -/
theorem card_bonds (hG : G.IsRegularOfDegree z) :
    (G.edgeFinset.card : ℝ) = z * Fintype.card V / 2 := by
  have h1 : ∀ e : Sym2 V, endSum (fun _ => (1 / 2 : ℝ)) e = 1 := by
    intro e
    induction e using Sym2.ind with
    | _ i j =>
      show (1 / 2 : ℝ) + 1 / 2 = 1
      norm_num
  have h2 := sum_endSum hG (fun _ => (1 / 2 : ℝ))
  simp only [h1, Finset.sum_const, nsmul_eq_mul, mul_one, Finset.card_univ] at h2
  linarith
```

## The bond energy in spin variables

Seek constants with $V_{c_ic_j}=K+L(s_i+s_j)-Js_is_j$. The AA, BB and AB bonds require
$$K+2L-J=V_{AA},\qquad K-2L-J=V_{BB},\qquad K+J=V_{AB}.$$
Subtracting the first two gives $L=(V_{AA}-V_{BB})/4$. Adding them gives $K-J=(V_{AA}+V_{BB})/2$, and with the third equation
$$K=\frac{V_{AA}+V_{BB}+2V_{AB}}{4},$$
with $J$ as defined above. The proof verifies this by running through the species at both ends and closing each case with `ring`.

```lean
omit [Fintype V] [DecidableEq V] in
/-- Each bond energy is a constant, plus a term linear in the two spins, minus `J` times
their product. -/
theorem bond_eq_spin (a : Alloy) (c : V → Species) (e : Sym2 V) :
    a.bond c e = (a.vAA + a.vBB + 2 * a.vAB) / 4
      + (a.vAA - a.vBB) / 4 * endSum (spins c) e - a.J * endProd (spins c) e := by
  induction e using Sym2.ind with
  | _ i j =>
    show a.pair (c i) (c j) = (a.vAA + a.vBB + 2 * a.vAB) / 4
      + (a.vAA - a.vBB) / 4 * (spin (c i) + spin (c j)) - a.J * (spin (c i) * spin (c j))
    cases c i <;> cases c j <;> simp only [Alloy.pair, spin, Alloy.J] <;> ring
```

## The chemical potential term

Since $N_A=\sum_i(1+s_i)/2$ and $N_B=\sum_i(1-s_i)/2$,
$$\mu_AN_A+\mu_BN_B=\frac{\mu_A+\mu_B}{2}N+\frac{\mu_A-\mu_B}{2}\sum_i s_i.$$
The proof turns both counts into sums of indicators and compares the two sides site by site.

```lean
omit [DecidableEq V] in
/-- The chemical potential term is a constant plus half the difference of the chemical
potentials times the total spin. -/
theorem reservoir_eq_spin (a : Alloy) (c : V → Species) :
    a.muA * count .A c + a.muB * count .B c
      = (a.muA + a.muB) / 2 * Fintype.card V + (a.muA - a.muB) / 2 * ∑ i, spins c i := by
  have hc : ∀ s, (count s c : ℝ) = ∑ i, if c i = s then (1 : ℝ) else 0 := by
    intro s
    simp [count]
  have hN : (Fintype.card V : ℝ) = ∑ _i : V, (1 : ℝ) := by simp
  rw [hc, hc, hN]
  simp only [Finset.mul_sum, ← Finset.sum_add_distrib]
  refine Finset.sum_congr rfl fun i _ => ?_
  simp only [spins]
  cases c i <;> simp [spin] <;> ring
```

## The Ising form

Summing the bond formula over $E$ and subtracting the chemical potential term gives
$$\Omega=|E|K-\frac{\mu_A+\mu_B}{2}N+\Bigl(zL-\frac{\mu_A-\mu_B}{2}\Bigr)\sum_i s_i-J\sum_{\{i,j\}\in E}s_is_j.$$
With $|E|=zN/2$ the first two terms are $C$, and the bracket is $-h$. In the proof, `h1` is the summed bond formula, and `linear_combination` joins it to the bond count and the chemical potential identity.

```lean
/-- On a finite `z`-regular graph, the bond energy minus `muA N_A + muB N_B` is a
configuration-independent constant plus the Ising energy with coupling `J` and field `h`. -/
theorem grandEnergy_eq_ising (a : Alloy) (hG : G.IsRegularOfDegree z) (c : V → Species) :
    a.grandEnergy G c
      = a.offset z (Fintype.card V) + isingEnergy G a.J (a.h z) c := by
  have h1 : ∑ e ∈ G.edgeFinset, a.bond c e
      = G.edgeFinset.card * ((a.vAA + a.vBB + 2 * a.vAB) / 4)
        + (a.vAA - a.vBB) / 4 * (z * ∑ i, spins c i)
        - a.J * ∑ e ∈ G.edgeFinset, endProd (spins c) e := by
    rw [Finset.sum_congr rfl fun e _ => bond_eq_spin a c e, Finset.sum_sub_distrib,
      Finset.sum_add_distrib, ← Finset.mul_sum, ← Finset.mul_sum, sum_endSum hG,
      Finset.sum_const, nsmul_eq_mul]
  simp only [Alloy.grandEnergy, Alloy.offset, isingEnergy, Alloy.h]
  linear_combination h1 + (a.vAA + a.vBB + 2 * a.vAB) / 4 * card_bonds hG
    - reservoir_eq_spin a c
```

For this fixed-lattice pair model, an Ising Monte Carlo code can thus sample the alloy at given chemical potentials: $C$ cancels from every energy difference.

Regularity matters here. Take three sites in a row, with $V_{AA}=4$, $V_{AB}=2$, $V_{BB}=0$ and $\mu_A=\mu_B=0$, so that $J=0$. A single A atom costs 2 at an end and 4 in the middle. A constant plus a uniform field would give both positions the same energy, whatever their values. When $V_{AA}\ne V_{BB}$, the same difficulty arises at a free surface, where sites have fewer neighbours and so feel a different field from those in the bulk.

## Pure crystals when like neighbours are favoured

Let $J\ge0$, and choose a species with spin $\sigma$ such that $h\sigma\ge0$. In the pure crystal every spin product is $\sigma^2=1$, so any configuration $c$ satisfies
$$\Omega(c)-\Omega(\text{pure})=J\sum_{\{i,j\}\in E}(1-s_is_j)+\sum_i(h\sigma-hs_i)\ge0.$$
Each term is non-negative, because $s_is_j\le1$ and $hs_i\le|h|=h\sigma$. In the proof, `hp` is the bond inequality and `hf` the field inequality.

The minimum is over all configurations on the given graph, with the composition free to change. It need not be unique: at $h=0$ both pure crystals attain it. The theorem does not treat ordering alloys with $J<0$, or minimisation at fixed composition.

```lean
/-- On a regular graph with `J ≥ 0`, the pure crystal of a species whose spin is not opposed
by the field `h` has the lowest grand energy. -/
theorem pure_ground_state (a : Alloy) (hG : G.IsRegularOfDegree z) (hJ : 0 ≤ a.J)
    (s : Species) (hs : 0 ≤ a.h z * spin s) (c : V → Species) :
    a.grandEnergy G (fun _ => s) ≤ a.grandEnergy G c := by
  rw [grandEnergy_eq_ising a hG (fun _ => s), grandEnergy_eq_ising a hG c]
  -- like neighbours maximise every spin product
  have hp : ∑ e ∈ G.edgeFinset, endProd (spins c) e
      ≤ ∑ e ∈ G.edgeFinset, endProd (spins fun _ => s) e := by
    refine Finset.sum_le_sum fun e _ => ?_
    induction e using Sym2.ind with
    | _ i j =>
      show spin (c i) * spin (c j) ≤ spin s * spin s
      cases c i <;> cases c j <;> cases s <;> norm_num [spin]
  have key : ∀ t, a.h z * spin t ≤ a.h z * spin s := by
    intro t
    cases s <;> cases t <;> simp only [spin] at hs ⊢ <;> linarith
  have hf : a.h z * ∑ i, spins c i ≤ a.h z * ∑ i : V, spins (fun _ => s) i := by
    rw [Finset.mul_sum, Finset.mul_sum]
    exact Finset.sum_le_sum fun i _ => key (c i)
  have := mul_le_mul_of_nonneg_left hp hJ
  unfold isingEnergy
  linarith

end

end AlloyIsing
```

```lean
#print axioms AlloyIsing.grandEnergy_eq_ising
#print axioms AlloyIsing.pure_ground_state
```

```
'AlloyIsing.grandEnergy_eq_ising' depends on axioms: [propext, Classical.choice, Quot.sound]
'AlloyIsing.pure_ground_state' depends on axioms: [propext, Classical.choice, Quot.sound]
```
